# Dirac power laws with positive exponent at a point nucleus, $0 < Z\alpha < 1$: p1/2 components diverge, p3/2 components vanish

## One p1/2 solution in numbers

Take the pair of equations

$$P' = \frac{-P + \tfrac35 Q}{r}, \qquad Q' = \frac{Q - \tfrac35 P}{r} \qquad (r>0)$$

and try $P = r^{4/5}$, $Q = 3\,r^{4/5}$. The first right-hand side is $(-1 + \tfrac95)\,r^{-1/5} = \tfrac45 r^{-1/5}$, which is $P'$. The second is $(3 - \tfrac35)\,r^{-1/5} = \tfrac{12}{5} r^{-1/5}$, which is $Q'$.

These are the leading radial Dirac equations of a p1/2 electron very close to a point nucleus with $Z\alpha = \tfrac35$, where $P$ and $Q$ are equal to $r$ times the large and small radial components. The components themselves are $P/r = r^{-1/5}$ and $Q/r = 3\,r^{-1/5}$, and both diverge as $r$ decreases to 0. The exponent $\tfrac45$ is $\sqrt{1-(3/5)^2}$. For p3/2 the 1 under the root becomes a 4, the exponent exceeds 1, and the components vanish at the nucleus instead.

## The Dirac equation where the Coulomb term dominates

Let $z = Z\alpha$ be the nuclear charge times the fine-structure constant. In atomic units, with $c = 1/\alpha$ and $\varepsilon$ the energy without the rest energy, the radial equations for the potential $-Z/r$ are

$$P' = -\frac{\kappa}{r}P + \Big(\frac{\varepsilon}{c} + 2c + \frac{z}{r}\Big)Q, \qquad
Q' = \frac{\kappa}{r}Q - \Big(\frac{\varepsilon}{c} + \frac{z}{r}\Big)P .$$

The integer $\kappa$ labels the channel: $\kappa = 1$ is p1/2 and $\kappa = -2$ is p3/2. Close to the nucleus the coefficients of order $1/r$ dominate, and keeping only those gives the model studied here:

$$P' = \frac{-\kappa P + zQ}{r}, \qquad Q' = \frac{\kappa Q - zP}{r}.$$

The energy, the mass term and any screening by other electrons have dropped out. For a point nucleus, the resulting exponents can supply the starting behaviour for an outward integration of the radial equations, for instance when partial waves for a PAW dataset are generated from the Dirac equation itself and not from a scalar-relativistic approximation. A nucleus of finite size removes the $1/r$ singularity of the potential and with it these exponents.

## Exponents and limits in the two p channels

Let $0 < z < 1$ and $s > 0$, and consider $P = a r^s$, $Q = b r^s$ with real amplitudes $a$, $b$ that are not both zero. The final theorem, `p_half_versus_p_three_halves`, has three parts:

- For $\kappa = 1$, such a solution exists exactly when $s = \sqrt{1-z^2}$.
- For $\kappa = -2$, such a solution exists exactly when $s = \sqrt{4-z^2}$.
- For every such solution, $|P/r|$ and $|Q/r|$ tend to infinity as $r$ decreases to 0 if $\kappa = 1$, while $P/r$ and $Q/r$ tend to 0 if $\kappa = -2$.

In Lean, `SolvesNearNucleus κ z P Q` says that the two model equations hold at every $r > 0$, with `HasDerivAt` stating each derivative. The function `radialPower a s` is $r \mapsto a r^s$ with a real exponent. The filter `𝓝[>] 0` describes the approach to the nucleus from positive $r$; `atTop` as a target means divergence to $+\infty$, and `𝓝 0` means convergence to zero.

The condition $z < 1$ keeps the p1/2 exponent real and positive. The condition $s > 0$ selects the solution for which $P$ and $Q$ go to zero at the nucleus and discards the one with the opposite exponent.

The theorem `partial_wave_at_nucleus` gives the same dichotomy for every nonzero integer $\kappa$: divergence if $|\kappa| = 1$, which includes s1/2 with $\kappa=-1$, and vanishing if $|\kappa| \ge 2$.

The theorems speak about pure power laws with a common exponent in the truncated equations. That these powers also lead the series solution of the full radial equations is a familiar further argument, which the file does not carry out.

## From the differential equations to the limits

**Amplitudes.** Insert $P = a r^s$ and $Q = b r^s$. Since $P' = s a r^{s-1}$ and $Q' = s b r^{s-1}$, the equations read

$$s a\, r^{s-1} = (-\kappa a + z b)\, r^{s-1}, \qquad s b\, r^{s-1} = (\kappa b - z a)\, r^{s-1}.$$

The common factor is positive, so they are equivalent to

$$(s+\kappa)a = zb, \qquad (s-\kappa)b = -za.$$

**Exponent.** Multiply the first relation by $s-\kappa$ and use the second:

$$(s^2-\kappa^2)a = z(s-\kappa)b = -z^2 a .$$

Multiply the second by $s+\kappa$ and use the first:

$$(s^2-\kappa^2)b = -z(s+\kappa)a = -z^2 b .$$

Hence $s^2-\kappa^2+z^2$ annihilates both amplitudes. One of them is nonzero, so $s^2 = \kappa^2 - z^2$.

Conversely, suppose that $s^2 = \kappa^2 - z^2$ and choose $a = z$, $b = s+\kappa$. The first relation becomes $(s+\kappa)z = z(s+\kappa)$. The second becomes $s^2-\kappa^2 = -z^2$, which is the assumption. The pair is nonzero because $z > 0$. With $s > 0$, taking the positive root gives $\sqrt{1-z^2}$ for $\kappa=1$ and $\sqrt{4-z^2}$ for $\kappa=-2$.

**Both components take part.** If $a = 0$, the first relation gives $zb = 0$, so $b = 0$. If $b = 0$, the second gives $za = 0$, so $a = 0$. Since the amplitudes are not both zero, neither is zero.

**Limits.** The components have magnitudes $|a|\,r^{s-1}$ and $|b|\,r^{s-1}$. For $\kappa = 1$ we have $s^2 = 1 - z^2 < 1$, so $s < 1$, and $r^{s-1} = (1/r)^{1-s}$ grows without bound. For $\kappa = -2$ we have $s^2 = 4 - z^2 > 3$, so $s > 1$, and $r^{s-1}$ tends to 0.

## With the nuclear charge switched off

Set $z = 0$ and $\kappa = 1$. Then $P = 0$, $Q = r$ solves the equations, with $s = 1$, $a = 0$ and $b = 1$. The components are $P/r = 0$ and $Q/r = 1$, and neither diverges. The p1/2 divergence therefore needs $z \neq 0$.

The example also shows where the singularity comes from. The small component of a p1/2 state has orbital angular momentum zero, so without a charge it can already be a nonzero constant at the origin. The Coulomb term ties the large component to it and lowers the common exponent below 1.

## The Lean development from power laws to p channels

```lean
import Mathlib

open Filter Topology

namespace DiracPointNucleus

noncomputable section

/-- The radial Dirac equations for `r > 0` with only the terms of order `1/r` kept:
`P' = (-κ P + z Q)/r` and `Q' = (κ Q - z P)/r`. Here `P` and `Q` are `r` times the large and
small radial components, and `z` is the nuclear charge times the fine-structure constant. -/
def SolvesNearNucleus (κ z : ℝ) (P Q : ℝ → ℝ) : Prop :=
  ∀ r : ℝ, 0 < r →
    HasDerivAt P ((-κ * P r + z * Q r) / r) r ∧ HasDerivAt Q ((κ * Q r - z * P r) / r) r

/-- The power law `a r^s` with amplitude `a` and exponent `s`, used for `r > 0`. -/
def radialPower (a s : ℝ) : ℝ → ℝ := fun r => a * r ^ s

/-- For `r > 0` the derivative of a power law is `s/r` times the power law. -/
theorem hasDerivAt_radialPower (a s : ℝ) {r : ℝ} (hr : 0 < r) :
    HasDerivAt (radialPower a s) (s * radialPower a s r / r) r := by
  have h : HasDerivAt (radialPower a s) (a * (s * r ^ (s - 1))) r :=
    (Real.hasDerivAt_rpow_const (p := s) (Or.inl hr.ne')).const_mul a
  refine h.congr_deriv ?_
  rw [Real.rpow_sub_one hr.ne']
  unfold radialPower
  ring

/-- Two power laws with a common exponent `s` solve the radial equations near the nucleus
exactly when their amplitudes satisfy `(s + κ) a = z b` and `(s - κ) b = -z a`. -/
theorem solves_iff_amplitudes (κ z s a b : ℝ) :
    SolvesNearNucleus κ z (radialPower a s) (radialPower b s) ↔
      (s + κ) * a = z * b ∧ (s - κ) * b = -(z * a) := by
  constructor
  · intro h
    -- compare the two expressions for the derivatives at r = 1
    have h1 := (h 1 one_pos).1.unique (hasDerivAt_radialPower a s one_pos)
    have h2 := (h 1 one_pos).2.unique (hasDerivAt_radialPower b s one_pos)
    simp only [radialPower, Real.one_rpow, mul_one, div_one] at h1 h2
    exact ⟨by linear_combination -h1, by linear_combination -h2⟩
  · rintro ⟨h1, h2⟩ r hr
    constructor
    · refine (hasDerivAt_radialPower a s hr).congr_deriv ?_
      congr 1
      simp only [radialPower]
      linear_combination r ^ s * h1
    · refine (hasDerivAt_radialPower b s hr).congr_deriv ?_
      congr 1
      simp only [radialPower]
      linear_combination r ^ s * h2

/-- The indicial equation: a power-law solution with amplitudes not both zero exists
exactly when `s² = κ² - z²`. -/
theorem exists_solution_iff (κ z s : ℝ) :
    (∃ a b : ℝ, (a ≠ 0 ∨ b ≠ 0) ∧
      SolvesNearNucleus κ z (radialPower a s) (radialPower b s)) ↔
      s ^ 2 = κ ^ 2 - z ^ 2 := by
  constructor
  · rintro ⟨a, b, hab, h⟩
    obtain ⟨h1, h2⟩ := (solves_iff_amplitudes κ z s a b).1 h
    -- the determinant annihilates both amplitudes
    have ha : (s ^ 2 - κ ^ 2 + z ^ 2) * a = 0 := by
      linear_combination (s - κ) * h1 + z * h2
    have hb : (s ^ 2 - κ ^ 2 + z ^ 2) * b = 0 := by
      linear_combination (s + κ) * h2 - z * h1
    rcases hab with h0 | h0
    · have := (mul_eq_zero.1 ha).resolve_right h0
      linarith
    · have := (mul_eq_zero.1 hb).resolve_right h0
      linarith
  · intro h
    by_cases hz : z = 0 ∧ s + κ = 0
    · exact ⟨1, 0, Or.inl one_ne_zero, (solves_iff_amplitudes κ z s 1 0).2
        ⟨by linear_combination hz.2, by linear_combination hz.1⟩⟩
    · -- otherwise the amplitudes (z, s + κ) do the job
      exact ⟨z, s + κ, not_and_or.1 hz, (solves_iff_amplitudes κ z s z (s + κ)).2
        ⟨by ring, by linear_combination h⟩⟩

/-- For `z ≠ 0` the Coulomb field couples the components: if one amplitude of a power-law
solution is nonzero, both are. -/
theorem amplitudes_ne_zero {κ z s a b : ℝ} (hz : z ≠ 0) (hab : a ≠ 0 ∨ b ≠ 0)
    (h : SolvesNearNucleus κ z (radialPower a s) (radialPower b s)) : a ≠ 0 ∧ b ≠ 0 := by
  obtain ⟨h1, h2⟩ := (solves_iff_amplitudes κ z s a b).1 h
  constructor
  · intro ha
    rw [ha] at h1
    have hb : z * b = 0 := by linear_combination -h1
    exact hab.elim (fun h0 => h0 ha) (fun h0 => h0 ((mul_eq_zero.1 hb).resolve_left hz))
  · intro hb
    rw [hb] at h2
    have ha : z * a = 0 := by linear_combination h2
    exact hab.elim (fun h0 => h0 ((mul_eq_zero.1 ha).resolve_left hz)) (fun h0 => h0 hb)

/-- If `s < 1` and `a ≠ 0`, the magnitude of the radial component `a r^s / r` diverges as `r`
decreases to zero. -/
theorem component_diverges {a s : ℝ} (ha : a ≠ 0) (hs : s < 1) :
    Tendsto (fun r => |radialPower a s r / r|) (𝓝[>] 0) atTop := by
  have hinv : Tendsto (fun r : ℝ => r⁻¹) (𝓝[>] 0) atTop := tendsto_inv_nhdsGT_zero
  have h := ((tendsto_rpow_atTop (sub_pos.2 hs)).comp hinv).const_mul_atTop (abs_pos.2 ha)
  refine h.congr' ?_
  filter_upwards [self_mem_nhdsWithin] with r hr
  have hr' : 0 < r := hr
  simp only [Function.comp_apply, radialPower]
  -- both sides are |a| r^(s-1)
  rw [mul_div_assoc, ← Real.rpow_sub_one hr'.ne', abs_mul,
    abs_of_pos (Real.rpow_pos_of_pos hr' _), Real.inv_rpow hr'.le,
    ← Real.rpow_neg hr'.le, neg_sub]

/-- If `s > 1`, the radial component `a r^s / r` vanishes as `r` decreases to zero. -/
theorem component_vanishes (a : ℝ) {s : ℝ} (hs : 1 < s) :
    Tendsto (fun r => radialPower a s r / r) (𝓝[>] 0) (𝓝 0) := by
  have hc : Continuous fun r : ℝ => a * r ^ (s - 1) :=
    continuous_const.mul (Real.continuous_rpow_const (by linarith))
  have h0 : a * (0 : ℝ) ^ (s - 1) = 0 := by
    rw [Real.zero_rpow (sub_pos.2 hs).ne', mul_zero]
  have h : Tendsto (fun r : ℝ => a * r ^ (s - 1)) (𝓝[>] 0) (𝓝 (a * (0 : ℝ) ^ (s - 1))) :=
    (hc.tendsto 0).mono_left nhdsWithin_le_nhds
  rw [h0] at h
  refine h.congr' ?_
  filter_upwards [self_mem_nhdsWithin] with r hr
  have hr' : 0 < r := hr
  simp only [radialPower]
  rw [mul_div_assoc, ← Real.rpow_sub_one hr'.ne']

/-- Let `0 < z < 1` and let `κ` be an integer. A nonzero power-law solution with `s > 0` has
both radial components divergent at the nucleus if `|κ| = 1`, and both vanishing there
if `|κ| ≥ 2`. -/
theorem partial_wave_at_nucleus {κ : ℤ} {z s a b : ℝ} (hz : 0 < z) (hz1 : z < 1) (hs : 0 < s)
    (hab : a ≠ 0 ∨ b ≠ 0)
    (h : SolvesNearNucleus κ z (radialPower a s) (radialPower b s)) :
    (|κ| = 1 → Tendsto (fun r => |radialPower a s r / r|) (𝓝[>] 0) atTop ∧
      Tendsto (fun r => |radialPower b s r / r|) (𝓝[>] 0) atTop) ∧
    (2 ≤ |κ| → Tendsto (fun r => radialPower a s r / r) (𝓝[>] 0) (𝓝 0) ∧
      Tendsto (fun r => radialPower b s r / r) (𝓝[>] 0) (𝓝 0)) := by
  have hsq := (exists_solution_iff κ z s).1 ⟨a, b, hab, h⟩
  obtain ⟨ha, hb⟩ := amplitudes_ne_zero hz.ne' hab h
  have hzpos : 0 < z ^ 2 := by positivity
  have hzlt : z ^ 2 < 1 := by nlinarith
  constructor
  · intro hκ
    have hk : κ ^ 2 = 1 := by rw [← sq_abs, hκ]; norm_num
    have hk' : (κ : ℝ) ^ 2 = 1 := by exact_mod_cast hk
    have hs1 : s < 1 := by nlinarith
    exact ⟨component_diverges ha hs1, component_diverges hb hs1⟩
  · intro hκ
    have hk : 4 ≤ κ ^ 2 := by rw [← sq_abs]; nlinarith
    have hk' : (4 : ℝ) ≤ (κ : ℝ) ^ 2 := by exact_mod_cast hk
    have hs1 : 1 < s := by nlinarith
    exact ⟨component_vanishes a hs1, component_vanishes b hs1⟩

/-- Let `0 < z < 1` and `s > 0`. Nonzero power-law solutions exist exactly for `s = √(1 - z²)`
in the p1/2 channel (`κ = 1`) and for `s = √(4 - z²)` in the p3/2 channel (`κ = -2`); at the
nucleus both radial components diverge for p1/2 and vanish for p3/2. -/
theorem p_half_versus_p_three_halves {z s : ℝ} (hz : 0 < z) (hz1 : z < 1) (hs : 0 < s) :
    ((∃ a b : ℝ, (a ≠ 0 ∨ b ≠ 0) ∧
      SolvesNearNucleus 1 z (radialPower a s) (radialPower b s)) ↔ s = √(1 - z ^ 2)) ∧
    ((∃ a b : ℝ, (a ≠ 0 ∨ b ≠ 0) ∧
      SolvesNearNucleus (-2) z (radialPower a s) (radialPower b s)) ↔ s = √(4 - z ^ 2)) ∧
    ∀ a b : ℝ, (a ≠ 0 ∨ b ≠ 0) →
      (SolvesNearNucleus 1 z (radialPower a s) (radialPower b s) →
        Tendsto (fun r => |radialPower a s r / r|) (𝓝[>] 0) atTop ∧
        Tendsto (fun r => |radialPower b s r / r|) (𝓝[>] 0) atTop) ∧
      (SolvesNearNucleus (-2) z (radialPower a s) (radialPower b s) →
        Tendsto (fun r => radialPower a s r / r) (𝓝[>] 0) (𝓝 0) ∧
        Tendsto (fun r => radialPower b s r / r) (𝓝[>] 0) (𝓝 0)) := by
  -- the positive root of the indicial equation
  have root : ∀ c : ℝ, 1 ≤ c → (s ^ 2 = c - z ^ 2 ↔ s = √(c - z ^ 2)) := by
    intro c hc
    constructor
    · intro h
      rw [← h, Real.sqrt_sq hs.le]
    · intro h
      rw [h, Real.sq_sqrt (by nlinarith)]
  refine ⟨?_, ?_, fun a b hab => ⟨fun h => ?_, fun h => ?_⟩⟩
  · rw [exists_solution_iff, ← root 1 le_rfl, one_pow]
  · rw [exists_solution_iff, ← root 4 (by norm_num), show (-2 : ℝ) ^ 2 = 4 by norm_num]
  · exact (partial_wave_at_nucleus (κ := 1) hz hz1 hs hab (by push_cast; exact h)).1
      (by norm_num)
  · exact (partial_wave_at_nucleus (κ := -2) hz hz1 hs hab (by push_cast; exact h)).2
      (by norm_num)

end

end DiracPointNucleus
```

```lean
#print axioms DiracPointNucleus.partial_wave_at_nucleus
-- 'DiracPointNucleus.partial_wave_at_nucleus' depends on axioms: [propext, Classical.choice, Quot.sound]
#print axioms DiracPointNucleus.p_half_versus_p_three_halves
-- 'DiracPointNucleus.p_half_versus_p_three_halves' depends on axioms: [propext, Classical.choice, Quot.sound]
```

## Lemmas that replace calculus by algebra

`hasDerivAt_radialPower` differentiates the power law and writes the result as $s/r$ times the function itself. This gives it the same denominator as the right-hand sides of the radial equations.

`solves_iff_amplitudes` is the passage to the two amplitude relations. In the forward direction it doesn't divide by $r^{s-1}$ at a general radius: it evaluates at $r = 1$, where every power equals 1, and uses `unique`, since a function has only one derivative at a point. In the backward direction, `congr 1` removes the common division by $r$, and `linear_combination r ^ s * h1` multiplies the first amplitude relation by $r^s$. The second equation is treated in the same way.

`exists_solution_iff` contains the elimination. The coefficients given to `linear_combination` are the multipliers used above: $s-\kappa$ on the first relation together with $z$ on the second for `ha`, and $s+\kappa$ on the second together with $-z$ on the first for `hb`. The lemma holds for all real $\kappa$, $z$ and $s$, so its converse needs a case distinction. If $z = 0$ and $s+\kappa = 0$, the pair $(z, s+\kappa)$ would be zero, and the proof takes the amplitudes $(1,0)$ instead.

`amplitudes_ne_zero` is the argument that both components take part. Its only condition on the charge is $z \neq 0$.

## Lemmas for the approach to the nucleus

`component_diverges` builds the limit from known ones: $r^{-1}$ tends to infinity, a positive power $1-s$ of it does too, and so does the product with $|a| > 0$. The final rewriting identifies this product with $|a r^s/r|$ for $r > 0$, which is enough for a one-sided limit.

`component_vanishes` uses continuity. For $s > 1$ the function $a r^{s-1}$ is continuous at 0 and has the value 0 there, so its limit from the right is 0. Again the function agrees with $a r^s/r$ for positive $r$.

## Assembling the p1/2 and p3/2 statement

`partial_wave_at_nucleus` takes $s^2 = \kappa^2 - z^2$ from `exists_solution_iff` and the nonzero amplitudes from `amplitudes_ne_zero`. Because $\kappa$ is an integer here, $|\kappa| = 1$ gives $\kappa^2 = 1$ and $|\kappa| \ge 2$ gives $\kappa^2 \ge 4$. These facts are transferred to the real numbers by `exact_mod_cast`, and `nlinarith` derives $s < 1$ or $s > 1$ from the squares. The two limit lemmas then apply to each component.

In the final theorem, the auxiliary statement `root` turns $s^2 = c - z^2$ into $s = \sqrt{c - z^2}$ for any $c \ge 1$, using $s > 0$ in one direction and $0 < z < 1$ in the other. It is applied with $c = 1$ for p1/2 and $c = 4$ for p3/2. The statements about the limits are `partial_wave_at_nucleus` at $\kappa = 1$ and $\kappa = -2$.
